# With only a site potential, every single configuration is an eigenstate

On finitely many sites with four spinor components each, `single_configuration_shares` takes `n` electrons whose Hamiltonian is only a real, spin-independent site potential `v`, with `H0 = 0`, so that there is neither hopping nor interaction. It states that the wavefunction with amplitude 1 on one configuration `S` and 0 on all others is an eigenstate for every `v`. Its eigenvalue is the sum of `v` over the occupied spinor states of `S`, each counted at its site. The proof shows that the wavefunction is nonzero by evaluating it at `S`, then checks the eigenvalue equation at each configuration `T`, treating `T = S` and `T ≠ S` separately.

The failing Lean file:

```lean
import Mathlib

open Matrix

namespace SingleConfigurationShares

noncomputable section

/-- The one-electron spinor states: a site and one of four spinor components. -/
abbrev Orbital (M : ℕ) := Fin M × Fin 4

/-- An `n`-electron configuration: a set of `n` distinct occupied spinor states. -/
abbrev Config (M n : ℕ) := {S : Finset (Orbital M) // S.card = n}

variable {M n : ℕ}

/-- The energy of a configuration in a spin-independent site potential. -/
def siteEnergy (v : Fin M → ℝ) (S : Config M n) : ℝ := ∑ p ∈ S.1, v p.1

/-- The many-electron Hamiltonian `H0 + v`, where the site potential is diagonal
in the configurations. -/
def hamiltonian (H0 : Matrix (Config M n) (Config M n) ℂ) (v : Fin M → ℝ) :
    Matrix (Config M n) (Config M n) ℂ :=
  H0 + Matrix.diagonal (fun S => (siteEnergy v S : ℂ))

/-- A nonzero wavefunction `ψ` that solves the eigenvalue equation `H ψ = E ψ`. -/
def IsEigenstate (H : Matrix (Config M n) (Config M n) ℂ)
    (ψ : Config M n → ℂ) (E : ℂ) : Prop :=
  ψ ≠ 0 ∧ H *ᵥ ψ = E • ψ

/-- The Hamiltonian acts on an amplitude through `H0` and through multiplication by the
potential energy of the configuration. -/
theorem hamiltonian_apply (H0 : Matrix (Config M n) (Config M n) ℂ) (v : Fin M → ℝ)
    (ψ : Config M n → ℂ) (S : Config M n) :
    (hamiltonian H0 v *ᵥ ψ) S = (H0 *ᵥ ψ) S + (siteEnergy v S : ℂ) * ψ S := by
  rw [hamiltonian, Matrix.add_mulVec, Pi.add_apply, Matrix.mulVec_diagonal]

/-- For `H0 = 0`, the wavefunction concentrated on a single configuration is an eigenstate
for every site potential. -/
theorem single_configuration_shares (S : Config M n) (v : Fin M → ℝ) :
    IsEigenstate (hamiltonian 0 v) (Pi.single S 1) (siteEnergy v S : ℂ) := by
  refine ⟨fun e => ?_, funext fun T => ?_⟩
  · have := congrFun e S
    simp at this
  · rw [hamiltonian_apply, Matrix.zero_mulVec, Pi.smul_apply, smul_eq_mul]
    by_cases hTS = T = S
    · simp [hTS]
    · simp [Pi.single_apply, hTS]

end

end SingleConfigurationShares
```

Lean reports:

```
Main.lean:46:13: error(lean.unknownIdentifier): Unknown identifier `hTS`
Main.lean:45:2: error: unsolved goals
case pos
M n : ℕ
S : Config M n
v : Fin M → ℝ
T : Config M n
h✝ : sorry = T
⊢ 0 T + ↑(siteEnergy v T) * Pi.single S 1 T = ↑(siteEnergy v S) * Pi.single S 1 T

case neg
M n : ℕ
S : Config M n
v : Fin M → ℝ
T : Config M n
h✝ : ¬sorry = T
⊢ 0 T + ↑(siteEnergy v T) * Pi.single S 1 T = ↑(siteEnergy v S) * Pi.single S 1 T
Main.lean:46:21: error: unexpected token '='; expected command
```

Cause. The fault is one of syntax: `by_cases` names its hypothesis with a colon, and the attempt wrote `=`. Equality in Lean does not chain, so `hTS = T = S` cannot be read as one proposition. Lean read `by_cases hTS = T` and stopped at the second `=`, where it reports that it expected a new command.

The other two messages follow from this. In `hTS = T`, `hTS` is a term that was never defined, hence the unknown identifier and the `sorry` in the hypotheses. The proof ended at that point, so the two `simp` lines were not part of it, and both cases were left as unsolved goals.

With `by_cases hTS : T = S`, the split is on the intended proposition, `hTS` names the equality or its negation, and the `simp` lines close the two cases. Dropping `Pi.single_apply` from the second `simp` is mere tidying: no message concerns it, and `simp [hTS]` suffices there.

As a diff, the version that Lean accepts:

```diff
@@ -44,7 +44,7 @@
     simp at this
   · rw [hamiltonian_apply, Matrix.zero_mulVec, Pi.smul_apply, smul_eq_mul]
-    by_cases hTS = T = S
+    by_cases hTS : T = S
     · simp [hTS]
-    · simp [Pi.single_apply, hTS]
+    · simp [hTS]
 
 end
```
